# Zero minimises the LASSO objective with half the squared misfit exactly when every $|(A^{\mathsf T}b)_i|$ is at most the penalty

## A fit that returns nothing

Suppose a cluster expansion is fitted with a list of guessed penalties, and the first several fits return zero for every coefficient. The output alone does not say whether the solver stopped early, the energies were badly scaled, or the penalty was simply too large. If the whole list lies in that range, the scan has compared the same empty model with itself.

One matrix–vector product tells whether zero is the correct answer for the data and penalty supplied, though not whether those data were sensibly scaled. For a linear fit with a finite pool of clusters and the same penalty on each, it gives the penalty from which dropping every cluster is optimal.

## Energies, clusters and the penalty

Let $k$ label the structures and $i$ the clusters. The number $b_k$ is the energy per site of structure $k$, $A_{ki}$ is the average of cluster function $i$ over the equivalent clusters in that structure, and $x_i$ is the interaction coefficient to be fitted, with the multiplicity of the cluster included. The objective is

$$F(x)=\tfrac12\sum_k\big((Ax)_k-b_k\big)^2+l\sum_i|x_i| .$$

The penalty $l$ sets how much misfit one is willing to accept for smaller coefficients. Write

$$g(x)=A^{\mathsf T}(b-Ax)$$

for the residual correlations. These are plain inner products of the columns of $A$ with the residual, without division by any norm. At $x=0$ they are $A^{\mathsf T}b$.

## What is proved

In the Lean file, `m` and `n` are the finite index types of structures and clusters; either may be empty. `lassoObjective` is $F$, `residualCorrelation` is $g$, and `IsLassoMin A b l x` says that $F(x)\le F(y)$ for every real vector $y$, so the minimum is global.

The threshold theorem, `zero_isLassoMin_iff`, states that $x=0$ is a minimiser if and only if $|(A^{\mathsf T}b)_i|\le l$ for all $i$. It holds for every real $l$. Four further theorems extend it:

- `isLassoMin_iff`: for $l\ge0$, $x$ is a minimiser if and only if, for every $i$, $|g_i|\le l$ and $g_ix_i=l|x_i|$. For a nonzero coefficient the second condition says $g_i=l\,\mathrm{sign}(x_i)$.
- `fit_unique`: for $l\ge0$, all minimisers give the same $Ax$.
- `eq_zero_of_threshold`: for $l>0$ at or above the threshold, zero is the only minimiser.
- `cluster_dropped`: if $|g_i|<l$ at a minimiser, then $x_i=0$.

The last condition uses the residual at the minimiser, not the raw data: a cluster with small $|(A^{\mathsf T}b)_i|$ may still enter once others have been fitted.

The model penalises every column equally, including a constant column if there is one. The theorems concern minimisers once they are given; they do not address the existence of a minimiser below the threshold, the convergence of a solver or the predictive quality of the selected clusters.

## Expanding the objective

Change $x$ by $d$ and set $r=b-Ax$. Then $(A(x+d)-b)_k=(Ad)_k-r_k$, whose square is $r_k^2-2r_k(Ad)_k+(Ad)_k^2$. Since $\sum_k r_k(Ad)_k=\sum_i d_ig_i$,

$$F(x+d)=F(x)+\tfrac12\sum_k(Ad)_k^2-\sum_i d_ig_i+l\sum_i\big(|x_i+d_i|-|x_i|\big).$$

This is exact.

**The threshold is sufficient.** Put $x=0$ and $d=y$, so that $g=A^{\mathsf T}b$:

$$F(y)-F(0)=\tfrac12\sum_k(Ay)_k^2+\sum_i\big(l|y_i|-y_ig_i\big).$$

If $|g_i|\le l$, then $y_ig_i\le l|y_i|$, and no term is negative.

**The threshold is necessary.** Let zero be a minimiser, change only coefficient $i$, by $t$, and write $c_i=\sum_kA_{ki}^2$. Then

$$t g_i\le \tfrac12t^2c_i+l|t| .$$

With $t=s>0$, division by $s$ gives $g_i-l\le sc_i/2$. With $t=-s$ it gives $-g_i-l\le sc_i/2$. Letting $s\to0$ yields $|g_i|\le l$. The sign of $l$ was never used.

## Conditions at a nonzero fit

Suppose $|g_i|\le l$ and $g_ix_i=l|x_i|$ for all $i$. With $d=y-x$, the linear and penalty terms for cluster $i$ combine to

$$l|y_i|-l|x_i|-(y_i-x_i)g_i=l|y_i|-y_ig_i\ge0 .$$

Hence

$$F(y)\ge F(x)+\tfrac12\sum_k\big(A(y-x)\big)_k^2 ,$$

and $x$ is a minimiser.

Conversely, let $x$ be a minimiser and $l\ge0$. Moving one coefficient by $t$ gives

$$0\le\tfrac12t^2c_i-tg_i+l\big(|x_i+t|-|x_i|\big).$$

The triangle inequality bounds the last bracket by $|t|$, so the earlier argument again gives $|g_i|\le l$, and therefore $g_ix_i\le l|x_i|$. For the reverse inequality, shrink the coefficient: take $t=-sx_i$ with $0<s\le1$, so that $|x_i+t|=(1-s)|x_i|$. Dividing by $s$ leaves

$$l|x_i|-g_ix_i\le\tfrac12s\,x_i^2c_i ,$$

and the right side vanishes as $s\to0$.

The remaining results follow quickly. Two minimisers have equal objectives, so the quadratic gap between them is zero and their fits agree. At or above the threshold, any minimiser $x$ therefore has $Ax=0$, and $F(x)\le F(0)$ reduces to $l\sum_i|x_i|\le0$; for $l>0$ this forces $x=0$. Finally, if $|g_i|<l$ and $x_i\ne0$, then $|g_ix_i|<l|x_i|$, which contradicts the optimality condition.

## Setting up a penalty scan

With at least one cluster, compute $l_{\max}=\max_i|(A^{\mathsf T}b)_i|$. If it is positive, start the scan there and decrease $l$, for instance on a logarithmic grid, using each solution as the starting point for the next.

The normalisation must match the code. If the squared misfit is divided by $2N$ for $N$ structures, instead of by $2$, the threshold is $l_{\max}/N$. If the code rescales the columns or centres the energies, $A$ and $b$ must be the transformed ones. After a fit, the two conditions on $g_i$ can be checked to a numerical tolerance, which tests the solution independently of the solver's own stopping rule.

## The Lean file

```lean
import Mathlib

open Matrix

namespace LassoThreshold

variable {m n : Type*} [Fintype m] [Fintype n]

/-- The LASSO objective: half the squared misfit of the data `b` plus `l` times the sum of the
absolute values of the coefficients. -/
noncomputable def lassoObjective (A : Matrix m n ℝ) (b : m → ℝ) (l : ℝ) (x : n → ℝ) : ℝ :=
  (∑ k, ((A *ᵥ x) k - b k) ^ 2) / 2 + l * ∑ i, |x i|

/-- The correlation of each column of `A` (each cluster) with the residual `b - A x`. -/
def residualCorrelation (A : Matrix m n ℝ) (b : m → ℝ) (x : n → ℝ) : n → ℝ :=
  Aᵀ *ᵥ (b - A *ᵥ x)

/-- The coefficients `x` are a global minimiser of the LASSO objective. -/
def IsLassoMin (A : Matrix m n ℝ) (b : m → ℝ) (l : ℝ) (x : n → ℝ) : Prop :=
  ∀ y, lassoObjective A b l x ≤ lassoObjective A b l y

/-- A number bounded by `s * c` for all steps `s` in `(0, 1]` is not positive. -/
theorem nonpos_of_small_steps {a c : ℝ} (hc : 0 ≤ c)
    (h : ∀ s : ℝ, 0 < s → s ≤ 1 → a ≤ s * c) : a ≤ 0 := by
  by_contra hn
  have ha : 0 < a := not_le.mp hn
  have hac : 0 < a + c := by linarith
  have h1 := h (a / (a + c)) (div_pos ha hac) ((div_le_one hac).2 (by linarith))
  rw [div_mul_eq_mul_div, le_div_iff₀ hac] at h1
  nlinarith [mul_pos ha ha]

/-- If a linear gain `t * g` never exceeds a quadratic cost plus `l * |t|`, then `|g| ≤ l`. -/
theorem abs_slope_le {g c l : ℝ} (hc : 0 ≤ c)
    (h : ∀ t : ℝ, t * g ≤ t ^ 2 * c / 2 + l * |t|) : |g| ≤ l := by
  have h1 : g - l ≤ 0 := nonpos_of_small_steps hc fun s hs _ => by
    have h2 := h s
    rw [abs_of_pos hs] at h2
    refine le_of_mul_le_mul_left ?_ hs
    nlinarith [mul_nonneg (sq_nonneg s) hc]
  have h1' : -g - l ≤ 0 := nonpos_of_small_steps hc fun s hs _ => by
    have h2 := h (-s)
    rw [abs_neg, abs_of_pos hs] at h2
    refine le_of_mul_le_mul_left ?_ hs
    nlinarith [mul_nonneg (sq_nonneg s) hc]
  exact abs_le.2 ⟨by linarith, by linarith⟩

/-- Exact change of the LASSO objective when the coefficients `x` are changed by `d`. -/
theorem objective_add (A : Matrix m n ℝ) (b : m → ℝ) (l : ℝ) (x d : n → ℝ) :
    lassoObjective A b l (x + d) = lassoObjective A b l x + (∑ k, (A *ᵥ d) k ^ 2) / 2
      - d ⬝ᵥ residualCorrelation A b x + l * (∑ i, |x i + d i| - ∑ i, |x i|) := by
  have h : d ⬝ᵥ (Aᵀ *ᵥ (b - A *ᵥ x)) = (A *ᵥ d) ⬝ᵥ (b - A *ᵥ x) := by
    rw [Matrix.dotProduct_mulVec, Matrix.vecMul_transpose]
  have hsq : ∑ k, ((A *ᵥ (x + d)) k - b k) ^ 2 = ∑ k, ((A *ᵥ x) k - b k) ^ 2
      + ∑ k, (A *ᵥ d) k ^ 2 - 2 * ((A *ᵥ d) ⬝ᵥ (b - A *ᵥ x)) := by
    simp only [dotProduct, Finset.mul_sum]
    rw [← Finset.sum_add_distrib, ← Finset.sum_sub_distrib]
    refine Finset.sum_congr rfl fun k _ => ?_
    simp only [Matrix.mulVec_add, Pi.add_apply, Pi.sub_apply]
    ring
  unfold lassoObjective residualCorrelation
  rw [h, hsq]
  simp only [Pi.add_apply]
  ring

/-- Exact change of the LASSO objective when only the coefficient of cluster `i` moves by `t`. -/
theorem objective_add_single [DecidableEq n] (A : Matrix m n ℝ) (b : m → ℝ) (l : ℝ)
    (x : n → ℝ) (i : n) (t : ℝ) :
    lassoObjective A b l (x + Pi.single i t) = lassoObjective A b l x
      + t ^ 2 * (∑ k, A k i ^ 2) / 2 - t * residualCorrelation A b x i
      + l * (|x i + t| - |x i|) := by
  have h1 : ∑ k, (A *ᵥ Pi.single i t) k ^ 2 = t ^ 2 * ∑ k, A k i ^ 2 := by
    rw [Finset.mul_sum]
    refine Finset.sum_congr rfl fun k _ => ?_
    have h : (A *ᵥ Pi.single i t) k = A k i * t := by
      simp only [Matrix.mulVec, dotProduct, Pi.single_apply, mul_ite, mul_zero,
        Finset.sum_ite_eq', Finset.mem_univ, if_true]
    rw [h]
    ring
  have h2 : Pi.single i t ⬝ᵥ residualCorrelation A b x = t * residualCorrelation A b x i := by
    simp only [dotProduct, Pi.single_apply, ite_mul, zero_mul,
      Finset.sum_ite_eq', Finset.mem_univ, if_true]
  have h3 : ∑ j, |x j + (Pi.single i t : n → ℝ) j| - ∑ j, |x j| = |x i + t| - |x i| := by
    rw [← Finset.sum_sub_distrib, Finset.sum_eq_single i]
    · simp
    · intro j _ hj
      simp [hj]
    · simp
  rw [objective_add, h1, h2, h3]

/-- If every residual correlation at `x` is at most `l` in size and its product with the coefficient
equals `l * |x i|`, then the objective at any `y` is at least that at `x` plus half the squared
change of the fit. -/
theorem objective_gap (A : Matrix m n ℝ) (b : m → ℝ) (l : ℝ) (x y : n → ℝ)
    (h : ∀ i, |residualCorrelation A b x i| ≤ l ∧
      residualCorrelation A b x i * x i = l * |x i|) :
    lassoObjective A b l x + (∑ k, (A *ᵥ (y - x)) k ^ 2) / 2 ≤ lassoObjective A b l y := by
  have e := objective_add A b l x (y - x)
  rw [add_sub_cancel] at e
  -- the penalty pays for the linear gain, cluster by cluster
  have hs : (y - x) ⬝ᵥ residualCorrelation A b x
      ≤ l * (∑ i, |x i + (y - x) i| - ∑ i, |x i|) := by
    rw [← Finset.sum_sub_distrib, Finset.mul_sum]
    simp only [dotProduct]
    refine Finset.sum_le_sum fun i _ => ?_
    obtain ⟨h1, h2⟩ := h i
    have h3 : residualCorrelation A b x i * y i ≤ l * |y i| :=
      (le_abs_self _).trans (by
        rw [abs_mul]
        exact mul_le_mul_of_nonneg_right h1 (abs_nonneg _))
    have h4 : x i + (y - x) i = y i := by simp
    rw [h4, Pi.sub_apply]
    linarith
  linarith

/-- Optimality conditions of LASSO for `0 ≤ l`: `x` is a minimiser exactly when every residual
correlation is at most `l` in size and its product with the coefficient equals `l * |x i|`. -/
theorem isLassoMin_iff (A : Matrix m n ℝ) (b : m → ℝ) {l : ℝ} (hl : 0 ≤ l) (x : n → ℝ) :
    IsLassoMin A b l x ↔ ∀ i, |residualCorrelation A b x i| ≤ l ∧
      residualCorrelation A b x i * x i = l * |x i| := by
  classical
  constructor
  · intro h i
    have hc : 0 ≤ ∑ k, A k i ^ 2 := Finset.sum_nonneg fun k _ => sq_nonneg _
    have step : ∀ t : ℝ, 0 ≤ t ^ 2 * (∑ k, A k i ^ 2) / 2
        - t * residualCorrelation A b x i + l * (|x i + t| - |x i|) := fun t => by
      have h1 := h (x + Pi.single i t)
      rw [objective_add_single] at h1
      linarith
    have hb : |residualCorrelation A b x i| ≤ l := abs_slope_le hc fun t => by
      have h1 := step t
      have h2 := mul_le_mul_of_nonneg_left (abs_add_le (x i) t) hl
      linarith
    refine ⟨hb, le_antisymm ?_ ?_⟩
    · refine (le_abs_self _).trans ?_
      rw [abs_mul]
      exact mul_le_mul_of_nonneg_right hb (abs_nonneg _)
    · -- shrink the coefficient by the fraction `s`
      have h0 : l * |x i| - residualCorrelation A b x i * x i ≤ 0 :=
        nonpos_of_small_steps (mul_nonneg (sq_nonneg (x i)) hc) fun s hs hs1 => by
          have h1 := step (-(s * x i))
          have h2 : |x i + -(s * x i)| = (1 - s) * |x i| := by
            rw [show x i + -(s * x i) = (1 - s) * x i by ring, abs_mul,
              abs_of_nonneg (by linarith : (0 : ℝ) ≤ 1 - s)]
          rw [h2] at h1
          refine le_of_mul_le_mul_left ?_ hs
          nlinarith [mul_nonneg (sq_nonneg s) (mul_nonneg (sq_nonneg (x i)) hc)]
      linarith
  · intro h y
    have h1 := objective_gap A b l x y h
    have h2 : 0 ≤ ∑ k, (A *ᵥ (y - x)) k ^ 2 := Finset.sum_nonneg fun k _ => sq_nonneg _
    linarith

/-- The LASSO threshold: dropping every cluster is optimal exactly when no column of `A` has
a correlation with the data larger than `l` in size. -/
theorem zero_isLassoMin_iff (A : Matrix m n ℝ) (b : m → ℝ) (l : ℝ) :
    IsLassoMin A b l 0 ↔ ∀ i, |(Aᵀ *ᵥ b) i| ≤ l := by
  classical
  have h0 : residualCorrelation A b 0 = Aᵀ *ᵥ b := by
    rw [residualCorrelation, Matrix.mulVec_zero, sub_zero]
  constructor
  · intro h i
    refine abs_slope_le (c := ∑ k, A k i ^ 2)
      (Finset.sum_nonneg fun k _ => sq_nonneg _) fun t => ?_
    have h1 := h (0 + Pi.single i t)
    rw [objective_add_single, h0] at h1
    simp only [Pi.zero_apply, zero_add, abs_zero, sub_zero] at h1
    linarith
  · intro h y
    have h1 := objective_gap A b l 0 y fun i => ⟨by rw [h0]; exact h i, by simp⟩
    have h2 : 0 ≤ ∑ k, (A *ᵥ (y - 0)) k ^ 2 := Finset.sum_nonneg fun k _ => sq_nonneg _
    linarith

/-- For a nonnegative penalty, all LASSO minimisers give the same fitted data. -/
theorem fit_unique (A : Matrix m n ℝ) (b : m → ℝ) {l : ℝ} (hl : 0 ≤ l) {x y : n → ℝ}
    (hx : IsLassoMin A b l x) (hy : IsLassoMin A b l y) : A *ᵥ x = A *ᵥ y := by
  have h1 := objective_gap A b l x y ((isLassoMin_iff A b hl x).1 hx)
  have h2 := hy x
  have h0 : ∑ k, (A *ᵥ (y - x)) k ^ 2 = 0 :=
    le_antisymm (by linarith) (Finset.sum_nonneg fun k _ => sq_nonneg _)
  funext k
  have h3 : (A *ᵥ (y - x)) k ^ 2 = 0 :=
    (Finset.sum_eq_zero_iff_of_nonneg fun k _ => sq_nonneg _).1 h0 k (Finset.mem_univ k)
  have h4 : (A *ᵥ (y - x)) k = 0 := (pow_eq_zero_iff two_ne_zero).1 h3
  rw [Matrix.mulVec_sub, Pi.sub_apply] at h4
  linarith

/-- For a positive penalty at or above the threshold, the zero vector is the only minimiser. -/
theorem eq_zero_of_threshold (A : Matrix m n ℝ) (b : m → ℝ) {l : ℝ} (hl : 0 < l)
    (h : ∀ i, |(Aᵀ *ᵥ b) i| ≤ l) {x : n → ℝ} (hx : IsLassoMin A b l x) : x = 0 := by
  have hfit := fit_unique A b hl.le hx ((zero_isLassoMin_iff A b l).2 h)
  -- with equal fits only the penalties are compared
  have h1 := hx 0
  unfold lassoObjective at h1
  rw [hfit] at h1
  simp only [Pi.zero_apply, abs_zero, Finset.sum_const_zero, mul_zero] at h1
  have h2 : ∑ i, |x i| ≤ 0 := by
    by_contra hn
    have h3 := mul_pos hl (not_le.mp hn)
    linarith
  funext i
  have h4 : |x i| ≤ ∑ j, |x j| :=
    Finset.single_le_sum (f := fun j => |x j|) (fun j _ => abs_nonneg _) (Finset.mem_univ i)
  exact abs_eq_zero.1 (le_antisymm (h4.trans h2) (abs_nonneg _))

/-- In any LASSO minimiser, a cluster whose residual correlation is strictly below `l` in size
has coefficient zero. -/
theorem cluster_dropped (A : Matrix m n ℝ) (b : m → ℝ) {l : ℝ} {x : n → ℝ}
    (hx : IsLassoMin A b l x) {i : n} (hi : |residualCorrelation A b x i| < l) : x i = 0 := by
  have h1 := ((isLassoMin_iff A b ((abs_nonneg _).trans hi.le) x).1 hx i).2
  by_contra hne
  have h2 := mul_lt_mul_of_pos_right hi (abs_pos.2 hne)
  rw [← abs_mul] at h2
  linarith [le_abs_self (residualCorrelation A b x i * x i)]

end LassoThreshold
```

```lean
#print axioms LassoThreshold.zero_isLassoMin_iff
#print axioms LassoThreshold.eq_zero_of_threshold
#print axioms LassoThreshold.cluster_dropped
```

```
'LassoThreshold.zero_isLassoMin_iff' depends on axioms: [propext, Classical.choice, Quot.sound]
'LassoThreshold.eq_zero_of_threshold' depends on axioms: [propext, Classical.choice, Quot.sound]
'LassoThreshold.cluster_dropped' depends on axioms: [propext, Classical.choice, Quot.sound]
```

## How the proof follows the derivation

`nonpos_of_small_steps` replaces the limit $s\to0$. If $a>0$ satisfied $a\le sc$ for all $s\in(0,1]$, the choice $s=a/(a+c)$ would give $a(a+c)\le ac$, hence $a^2\le0$. `abs_slope_le` applies this to steps of both signs and cancels the factor $s$ with `le_of_mul_le_mul_left`. It uses the weaker bound $sc$ in place of $sc/2$, which is enough.

`objective_add` is the exact expansion. The rewrite with `Matrix.dotProduct_mulVec` and `Matrix.vecMul_transpose` moves $A$ across the inner product, and `ring` expands the square for each structure. `objective_add_single` specialises it to `Pi.single i t`, the vector with $t$ at cluster $i$ and zero elsewhere.

`objective_gap` proves the quadratic lower bound by comparing the penalty and the linear gain cluster by cluster, through `Finset.sum_le_sum`. It supplies the sufficient direction of both equivalences.

In `isLassoMin_iff`, the local statement `step` is the one-coefficient inequality. It is used first with the triangle inequality `abs_add_le`, then with the shrinking step `-(s * x i)`. `zero_isLassoMin_iff` does not go through this theorem, which assumes $l\ge0$; it applies `abs_slope_le` directly at zero, where no triangle inequality is needed.

`fit_unique` turns a vanishing sum of squares into equality of the fits, structure by structure. `eq_zero_of_threshold` substitutes that equality into the objective, so only the penalties remain, and bounds each $|x_i|$ by their sum. `cluster_dropped` obtains $l\ge0$ from its strict inequality and then argues by contradiction, as above.
